# Coordinate axes and the normalised bisectors of pairs of them are unit vectors

The theorem concerns a finite set of measurement directions in real $n$-dimensional space: the coordinate axes $e_i$, and the bisectors $(e_i + e_j)/\sqrt2$ with $i < j$. It states that each of these vectors has dot product 1 with itself, so each is a pure direction with no extra scale. The attempt first sets out to prove, as an auxiliary fact `dot`, that $e_a \cdot e_b$ is 1 when $a = b$ and 0 otherwise. It then treats the two kinds of direction separately, expanding the bisector's product into four axis products and using $(1/\sqrt2)^2 = 1/2$.

This version doesn't compile in Lean 4 with Mathlib:

```lean
import Mathlib

open Matrix

namespace NormalStressMeasurements

noncomputable section

variable {n : ℕ}

/-- The coordinate direction `e_i`. -/
def axis (i : Fin n) : Fin n → ℝ := Pi.single i 1

/-- The direction `(e_i + e_j) / √2`. -/
def bisector (i j : Fin n) : Fin n → ℝ := (√2)⁻¹ • (axis i + axis j)

/-- The standard measurement directions: all axes `e_i`, and all bisectors
`(e_i + e_j) / √2` with `i < j`. -/
def standardDirection :
    Fin n ⊕ {p : Fin n × Fin n // p.1 < p.2} → Fin n → ℝ
  | .inl i => axis i
  | .inr p => bisector p.1.1 p.1.2

lemma inv_sqrt_two_mul_self : (√2)⁻¹ * (√2)⁻¹ = (1 / 2 : ℝ) := by
  rw [← mul_inv, Real.mul_self_sqrt (by norm_num)]
  norm_num

/-- Every standard measurement direction is a unit vector. -/
theorem standardDirection_unit (k : Fin n ⊕ {p : Fin n × Fin n // p.1 < p.2}) :
    standardDirection k ⬝ᵥ standardDirection k = 1 := by
  have dot : ∀ a b : Fin n, axis a ⬝ᵥ axis b = if a = b then 1 else 0 := by
    intro a b
    simp [axis, Pi.single_apply]
  rcases k with i | ⟨⟨i, j⟩, hij⟩
  · simp [standardDirection, dot]
  · have hne : i ≠ j := ne_of_lt hij
    simp only [standardDirection, bisector, smul_dotProduct, dotProduct_smul, smul_eq_mul,
      add_dotProduct, dotProduct_add, dot, hne, hne.symm, ↓reduceIte]
    linear_combination 2 * inv_sqrt_two_mul_self

end

end NormalStressMeasurements
```

The compiler's answer:

```
Main.lean:31:73: error: unsolved goals
n : ℕ
k : Fin n ⊕ { p // p.1 < p.2 }
a b : Fin n
⊢ (if b = a then 1 else 0) = if a = b then 1 else 0
```

Cause. The one error is in the proof of `dot`. There `simp` reduces the dot product to a single entry of an axis vector, and `Pi.single_apply` writes that entry as `if b = a then 1 else 0`. The statement has `if a = b then 1 else 0`. The two are equal, but their conditions are written in opposite order, and `simp` was given nothing that turns one into the other, so the goal stays open.

The repair splits on whether `a = b`. If so, `subst h` makes the two indices the same, and `simp [axis]` finds 1 on both sides. If not, `simp` receives the inequality in both directions, as `h` and `Ne.symm h`, so it can reduce both sides to 0 whichever order the indices come in. `Pi.single_apply` is dropped because, with the cases separated, the entries no longer need to be written as conditionals.

The change, after which it compiles:

```diff
@@ -31,5 +31,8 @@
   have dot : ∀ a b : Fin n, axis a ⬝ᵥ axis b = if a = b then 1 else 0 := by
     intro a b
-    simp [axis, Pi.single_apply]
+    by_cases h : a = b
+    · subst h
+      simp [axis]
+    · simp [axis, h, Ne.symm h]
   rcases k with i | ⟨⟨i, j⟩, hij⟩
   · simp [standardDirection, dot]
```
